# For a Poisson number of independent photons with mean $b\ln(1/\varepsilon)$ and log-uniform energy fractions on $[\varepsilon,1]$, the probability that none exceeds $x$ is $x^b$ for $\varepsilon\le x\le 1$

A charged particle that scatters radiates soft photons, and at leading order their number per unit energy falls as one over the energy. The expected number of photons therefore diverges logarithmically at low energy. A simulation that generates the photons one by one needs an infrared cutoff, and both the number of photons and their typical energy depend on where that cutoff is put. An observable that concerns only photons well above the cutoff should not depend on it. The probability that no photon exceeds a given energy is such an observable, and in the independent-emission model it has a closed form.

## The probability that no photon exceeds $x$

Measure each photon energy as a fraction of a fixed maximum energy, and let $\varepsilon$ be the cutoff on this fraction, with $0<\varepsilon<1$. The model has two ingredients:

- The number $n$ of photons is Poisson distributed with mean $\mu=b\ln(1/\varepsilon)$.
- Each fraction $t$ is drawn independently from the density $1/(t\ln(1/\varepsilon))$ on $[\varepsilon,1]$, which is uniform in $\ln t$.

The constant $b>0$ is the mean number of photons per unit interval of $\ln t$. In QED it is set by the coupling and by the charges and momenta of the radiating particles; here it is an input.

Let $F(x)$ be the probability that every photon in an event has fraction at most $x$, where an event without photons passes automatically. Then

$$F(x)=x^b\qquad(\varepsilon\le x\le 1),\qquad F'(x)=b\,x^{b-1}\qquad(\varepsilon<x<1).$$

Neither expression contains $\varepsilon$, which survives only in the range of validity. Below the cutoff, $F(x)=\varepsilon^b$, the probability that no photon is generated at all.

## Moving the infrared cutoff in an event generator

In a code that draws a Poisson photon number and then log-uniform fractions, the identity makes the cutoff a purely technical parameter for this one observable: for independent emission at fixed $b$, lowering $\varepsilon$ changes the events but not the probability of passing a veto on photons above $x\ge\varepsilon$.

Take $b=0.1$ and $x=0.01$. With $\varepsilon=10^{-4}$ the mean photon number is about $0.92$, and any given photon lies below $x$ with probability $1/2$. With $\varepsilon=10^{-8}$ the mean doubles to about $1.84$, and the one-photon probability rises to $3/4$. Both settings give $F(x)=0.01^{0.1}\approx 0.631$. Suppose a generator of this model is run at fixed $b$ with two cutoffs, both at or below $x$. If the two pass rates differ by many times their combined statistical error, that points to a fault in the code, for instance a mismatch between the Poisson mean and the sampled energy range.

The mean must be changed together with the range. If $\varepsilon$ is lowered in the energy sampler while $\mu$ keeps its old value, the cancellation is lost.

## From the one-photon logarithm to a power

Write $L=\ln(1/\varepsilon)$, which is positive because $\varepsilon<1$. For $\varepsilon\le x\le1$ the probability that one photon has fraction at most $x$ is

$$p=\int_\varepsilon^x\frac{dt}{t\,L}=\frac{\ln(x/\varepsilon)}{L}.$$

At $x=1$ this equals $1$, so the density is normalised.

The photons are independent, so all $n$ of them lie at or below $x$ with probability $p^n$. For $n=0$ this is $1$, as it should be. Weighting by the Poisson probabilities and summing gives

$$F(x)=\sum_{n=0}^\infty e^{-\mu}\frac{\mu^n}{n!}\,p^n=e^{-\mu}\sum_{n=0}^\infty\frac{(\mu p)^n}{n!}=e^{-\mu}e^{\mu p}=e^{-\mu(1-p)}.$$

The exponent contains $\mu(1-p)$, the mean number of photons above $x$. With $\mu=bL$,

$$\mu(1-p)=b\left(L-\ln\frac{x}{\varepsilon}\right)=b\left(-\ln\varepsilon-\ln x+\ln\varepsilon\right)=-b\ln x.$$

The logarithm of the cutoff cancels, and $F(x)=e^{b\ln x}=x^b$.

Every point with $\varepsilon<x<1$ has a neighbourhood in which this formula holds, so it may be differentiated there, which gives $F'(x)=b\,x^{b-1}$. For $b>0$ the function $F$ has a kink at each end of the range, since it is constant below $\varepsilon$ and above $1$, so the two-sided derivative is taken only in the interior.

For $x<\varepsilon$ a single photon cannot pass, so $p=0$. Only the term $n=0$ remains:

$$F(x)=e^{-\mu}=e^{-b\ln(1/\varepsilon)}=\varepsilon^b.$$

The full distribution thus has a discrete part, the events without photons, and a continuous part above the cutoff:

$$x^b=\varepsilon^b+\int_\varepsilon^x b\,t^{b-1}\,dt\qquad(\varepsilon\le x\le1).$$

The split between the two parts depends on $\varepsilon$; their sum does not. In the numerical example the discrete part is about $0.398$ for $\varepsilon=10^{-4}$ and about $0.158$ for $\varepsilon=10^{-8}$.

## The Lean file

```lean
import Mathlib

open MeasureTheory Set

namespace SoftPhotonCutoff

noncomputable section

/-- The log-uniform law of one photon's energy fraction: density `1 / (t ln (1/ε))` on `[ε, 1]`. -/
def logUniform (ε : ℝ) : Measure ℝ :=
  (volume.restrict (Icc ε 1)).withDensity
    fun t => ENNReal.ofReal (1 / (t * Real.log (1 / ε)))

/-- The Poisson weight of `n` photons when the mean number is `μ`. -/
def poissonWeight (μ : ℝ) (n : ℕ) : ℝ :=
  Real.exp (-μ) * μ ^ n / (n.factorial : ℝ)

/-- The probability that `n` independent log-uniform energy fractions are all at most `x`. -/
def allBelow (ε x : ℝ) (n : ℕ) : ℝ :=
  (Measure.pi fun _ : Fin n => logUniform ε).real {z | ∀ i, z i ≤ x}

/-- The `n`-photon term of the series: the Poisson weight with mean `b ln (1/ε)` times the
probability that all `n` fractions are at most `x`. -/
def emissionTerm (b ε x : ℝ) (n : ℕ) : ℝ :=
  poissonWeight (b * Real.log (1 / ε)) n * allBelow ε x n

lemma log_cutoff_pos {ε : ℝ} (h0 : 0 < ε) (h1 : ε < 1) : 0 < Real.log (1 / ε) :=
  Real.log_pos (by rw [lt_div_iff₀ h0]; linarith)

/-- A measurable set that meets `[ε, 1]` in `[ε, x]` has log-uniform probability `ln (x/ε) / ln
(1/ε)`. -/
lemma logUniform_apply {ε x : ℝ} (h0 : 0 < ε) (h1 : ε < 1) (hx : ε ≤ x) {S : Set ℝ}
    (hS : MeasurableSet S) (h : S ∩ Icc ε 1 = Icc ε x) :
    logUniform ε S = ENNReal.ofReal (Real.log (x / ε) / Real.log (1 / ε)) := by
  have hL := log_cutoff_pos h0 h1
  have hc : ContinuousOn (fun t : ℝ => 1 / (t * Real.log (1 / ε))) (Icc ε x) := by
    apply ContinuousOn.div continuousOn_const (continuousOn_id.mul continuousOn_const)
    intro t ht
    exact mul_ne_zero (h0.trans_le ht.1).ne' hL.ne'
  have hn : 0 ≤ᵐ[volume.restrict (Icc ε x)]
      (fun t : ℝ => 1 / (t * Real.log (1 / ε))) := by
    filter_upwards [ae_restrict_mem measurableSet_Icc] with t ht
    exact div_nonneg zero_le_one (mul_pos (h0.trans_le ht.1) hL).le
  rw [logUniform, withDensity_apply _ hS, Measure.restrict_restrict hS, h,
    ← ofReal_integral_eq_lintegral_ofReal hc.integrableOn_Icc hn]
  congr 1
  -- the integral of `1/t` gives the logarithm
  rw [integral_Icc_eq_integral_Ioc, ← intervalIntegral.integral_of_le hx]
  have e : ∀ t : ℝ, 1 / (t * Real.log (1 / ε)) = (Real.log (1 / ε))⁻¹ * t⁻¹ := by
    intro t
    rw [one_div, mul_inv, mul_comm]
  simp_rw [e]
  rw [intervalIntegral.integral_const_mul, integral_inv_of_pos h0 (h0.trans_le hx)]
  exact (div_eq_inv_mul _ _).symm

/-- The log-uniform law is normalised to total probability one. -/
theorem logUniform_isProbability {ε : ℝ} (h0 : 0 < ε) (h1 : ε < 1) :
    IsProbabilityMeasure (logUniform ε) :=
  ⟨by rw [logUniform_apply h0 h1 h1.le MeasurableSet.univ (univ_inter _),
        div_self (log_cutoff_pos h0 h1).ne', ENNReal.ofReal_one]⟩

/-- One photon has energy fraction at most `x` with probability `ln (x/ε) / ln (1/ε)`. -/
theorem logUniform_cdf {ε x : ℝ} (h0 : 0 < ε) (h1 : ε < 1) (hx : ε ≤ x) (hx1 : x ≤ 1) :
    (logUniform ε).real (Iic x) = Real.log (x / ε) / Real.log (1 / ε) := by
  have h : Iic x ∩ Icc ε 1 = Icc ε x := by
    ext t
    constructor
    · rintro ⟨a, c, _⟩
      exact ⟨c, a⟩
    · rintro ⟨a, c⟩
      exact ⟨c, a, le_trans c hx1⟩
  rw [measureReal_def, logUniform_apply h0 h1 hx measurableSet_Iic h, ENNReal.toReal_ofReal]
  exact div_nonneg (Real.log_nonneg ((one_le_div h0).2 hx)) (log_cutoff_pos h0 h1).le

/-- For independent photons the probability that all `n` fractions are at most `x` is the
`n`-th power of the one-photon probability. -/
theorem allBelow_eq_pow {ε : ℝ} (h0 : 0 < ε) (h1 : ε < 1) (x : ℝ) (n : ℕ) :
    allBelow ε x n = (logUniform ε).real (Iic x) ^ n := by
  have := logUniform_isProbability h0 h1
  have h : {z : Fin n → ℝ | ∀ i, z i ≤ x} = Set.pi univ fun _ => Iic x := by
    ext z
    exact ⟨fun hz i _ => hz i, fun hz i => hz i (mem_univ i)⟩
  rw [allBelow, h, measureReal_def, Measure.pi_pi, measureReal_def, Finset.prod_const,
    Finset.card_univ, Fintype.card_fin, ENNReal.toReal_pow]

/-- The Poisson weights with mean `μ`, each multiplied by `p ^ n`, sum to `exp (-μ (1 - p))`. -/
theorem poisson_generating (μ p : ℝ) :
    HasSum (fun n => poissonWeight μ n * p ^ n) (Real.exp (-(μ * (1 - p)))) := by
  have hs : HasSum (fun n : ℕ => (μ * p) ^ n / (n.factorial : ℝ)) (Real.exp (μ * p)) := by
    rw [Real.exp_eq_exp_ℝ, NormedSpace.exp_eq_tsum_div]
    exact (Real.summable_pow_div_factorial _).hasSum
  have hf : (fun n => poissonWeight μ n * p ^ n) =
      fun n : ℕ => Real.exp (-μ) * ((μ * p) ^ n / (n.factorial : ℝ)) := by
    funext n
    rw [poissonWeight, mul_pow]
    ring
  have hv : Real.exp (-(μ * (1 - p))) = Real.exp (-μ) * Real.exp (μ * p) := by
    rw [← Real.exp_add]
    congr 1
    ring
  rw [hf, hv]
  exact hs.mul_left _

/-- For `ε ≤ x ≤ 1` the series for the probability that every photon has energy fraction at
most `x` converges to `x ^ b`, whatever the cutoff `ε`. -/
theorem hasSum_emission (b : ℝ) {ε x : ℝ} (h0 : 0 < ε) (h1 : ε < 1) (hx : ε ≤ x)
    (hx1 : x ≤ 1) : HasSum (emissionTerm b ε x) (x ^ b) := by
  have hxp : 0 < x := h0.trans_le hx
  have k : ∀ L A : ℝ, L ≠ 0 → L * (1 - A / L) = L - A := by
    intro L A h
    field_simp
  convert poisson_generating (b * Real.log (1 / ε))
    (Real.log (x / ε) / Real.log (1 / ε)) using 1
  · funext n
    rw [emissionTerm, allBelow_eq_pow h0 h1, logUniform_cdf h0 h1 hx hx1]
  · -- the logarithm of the cutoff cancels in the exponent
    rw [mul_assoc, k _ _ (log_cutoff_pos h0 h1).ne', Real.log_div hxp.ne' h0.ne',
      Real.log_div one_ne_zero h0.ne', Real.log_one, Real.rpow_def_of_pos hxp]
    congr 1
    ring

/-- For `ε < x < 1` the summed probability has derivative `b x ^ (b - 1)` in `x`. -/
theorem emission_density (b : ℝ) {ε x : ℝ} (h0 : 0 < ε) (hx : ε < x) (hx1 : x < 1) :
    HasDerivAt (fun y => ∑' n, emissionTerm b ε y n) (b * x ^ (b - 1)) x := by
  apply (Real.hasDerivAt_rpow_const (p := b) (Or.inl (h0.trans hx).ne')).congr_of_eventuallyEq
  filter_upwards [Ioo_mem_nhds hx hx1] with y hy
  exact (hasSum_emission b h0 (hx.trans hx1) hy.1.le hy.2.le).tsum_eq

/-- The Poisson weight of zero photons, for mean `b ln (1/ε)`, is `ε ^ b`. -/
theorem noPhoton_weight (b : ℝ) {ε : ℝ} (h0 : 0 < ε) :
    poissonWeight (b * Real.log (1 / ε)) 0 = ε ^ b := by
  simp only [poissonWeight, pow_zero, Nat.factorial_zero, Nat.cast_one, mul_one, div_one]
  rw [Real.rpow_def_of_pos h0, one_div, Real.log_inv]
  congr 1
  ring

/-- For `x` below the cutoff the series converges to `ε ^ b` instead of `x ^ b`. -/
theorem hasSum_below_cutoff (b : ℝ) {ε x : ℝ} (h0 : 0 < ε) (h1 : ε < 1) (hx : x < ε) :
    HasSum (emissionTerm b ε x) (ε ^ b) := by
  have he : Iic x ∩ Icc ε 1 = ∅ := by
    ext t
    simp only [mem_inter_iff, mem_Iic, mem_Icc, mem_empty_iff_false, iff_false]
    rintro ⟨a, c, _⟩
    linarith
  have hz : (logUniform ε).real (Iic x) = 0 := by
    rw [measureReal_def, logUniform, withDensity_apply _ measurableSet_Iic,
      Measure.restrict_restrict measurableSet_Iic, he]
    simp
  convert poisson_generating (b * Real.log (1 / ε)) 0 using 1
  · funext n
    rw [emissionTerm, allBelow_eq_pow h0 h1, hz]
  · rw [← noPhoton_weight b h0]
    simp [poissonWeight]

/-- The summed probability is the no-photon weight plus the integral of the density
`b t ^ (b - 1)` from the cutoff to `x`. -/
theorem emission_eq_atom_add_integral (b : ℝ) {ε x : ℝ} (h0 : 0 < ε) (h1 : ε < 1)
    (hx : ε ≤ x) (hx1 : x ≤ 1) :
    ∑' n, emissionTerm b ε x n =
      poissonWeight (b * Real.log (1 / ε)) 0 + ∫ t in ε..x, b * t ^ (b - 1) := by
  have hpos : ∀ t ∈ uIcc ε x, t ≠ 0 := by
    intro t ht
    rw [uIcc_of_le hx] at ht
    exact (h0.trans_le ht.1).ne'
  have hc : ContinuousOn (fun t : ℝ => b * t ^ (b - 1)) (uIcc ε x) :=
    continuousOn_const.mul (continuousOn_id.rpow_const fun t ht => Or.inl (hpos t ht))
  rw [(hasSum_emission b h0 h1 hx hx1).tsum_eq, noPhoton_weight b h0,
    intervalIntegral.integral_eq_sub_of_hasDerivAt
      (fun t ht => Real.hasDerivAt_rpow_const (p := b) (Or.inl (hpos t ht)))
      hc.intervalIntegrable]
  ring

end

end SoftPhotonCutoff
```

```lean
#print axioms SoftPhotonCutoff.logUniform_isProbability
-- 'SoftPhotonCutoff.logUniform_isProbability' depends on axioms: [propext, Classical.choice, Quot.sound]
#print axioms SoftPhotonCutoff.emission_density
-- 'SoftPhotonCutoff.emission_density' depends on axioms: [propext, Classical.choice, Quot.sound]
#print axioms SoftPhotonCutoff.hasSum_below_cutoff
-- 'SoftPhotonCutoff.hasSum_below_cutoff' depends on axioms: [propext, Classical.choice, Quot.sound]
#print axioms SoftPhotonCutoff.emission_eq_atom_add_integral
-- 'SoftPhotonCutoff.emission_eq_atom_add_integral' depends on axioms: [propext, Classical.choice, Quot.sound]
```

## How the definitions encode the photon model

`logUniform ε` is a measure on the real line: Lebesgue measure restricted to $[\varepsilon,1]$, multiplied by the density $1/(t\ln(1/\varepsilon))$. The suffix `.real` reads off the measure of a set as a real number.

`allBelow ε x n` is the $n$-photon probability. Its sample space consists of the functions `Fin n → ℝ`, one energy fraction per photon, and `Measure.pi` is the product measure on it. This is where independence enters the model: it is built into the definition. The photons carry labels, but the event is symmetric in them, so the labelling has no effect on the probability.

`emissionTerm b ε x n` multiplies the Poisson weight by `allBelow ε x n`. The file does not construct one probability space for events of varying photon number; the decomposition over $n$ is written directly as a series.

The main theorem, `hasSum_emission`, assumes $0<\varepsilon<1$ and $\varepsilon\le x\le1$. It states that the series of these terms converges to `x ^ b`, in any order of summation. The parameter `b` may be any real number. The physical reading requires $b\ge0$, since a negative mean would make some of the Poisson weights negative, but the algebra is the same.

`emission_density` gives the derivative of the summed series at every $x$ with $\varepsilon<x<1$. `hasSum_below_cutoff` gives the value $\varepsilon^b$ for $x<\varepsilon$, and `emission_eq_atom_add_integral` states the split into the no-photon probability and the integral of the density.

## How the proof follows the calculation

`logUniform_apply` does the one-photon integral. It is stated for any measurable set that meets $[\varepsilon,1]$ in $[\varepsilon,x]$, so that one computation serves twice. With the whole real line and $x=1$ it yields the normalisation, `logUniform_isProbability`; with the half-line up to $x$ it yields the distribution function, `logUniform_cdf`. Inside the lemma, positivity and continuity of the density turn the measure-theoretic integral into an ordinary one, and `integral_inv_of_pos` evaluates $\int dt/t$.

`allBelow_eq_pow` is the step from $p$ to $p^n$. It rewrites the event "every fraction is at most $x$" as a product of half-lines, and `Measure.pi_pi` then gives the product of the one-photon probabilities.

`poisson_generating` sums the series. It combines $\mu^n$ and $p^n$ into $(\mu p)^n$, uses the exponential series, and multiplies by $e^{-\mu}$. It holds for all real $\mu$ and $p$; at $p=1$ it says that the Poisson weights sum to one.

`hasSum_emission` puts these results together. The `convert` step leaves two goals: that the terms agree, which `allBelow_eq_pow` and `logUniform_cdf` settle, and that the limits agree. The second goal is the cancellation of $\ln\varepsilon$. The auxiliary identity `k`, $L(1-A/L)=L-A$, removes the denominator, the logarithms of quotients are expanded, and `ring` finishes the exponent.

For the density, the proof does not differentiate the series term by term. It shows that the sum equals $y^b$ for all $y$ in a neighbourhood of $x$ and differentiates that function. `noPhoton_weight` rewrites $e^{-\mu}$ as $\varepsilon^b$. The result below the cutoff is `poisson_generating` at $p=0$, and the final theorem applies the fundamental theorem of calculus to $t^b$ on $[\varepsilon,x]$.

## The largest photon, not the total radiated energy

The theorems settle the distribution of the largest energy fraction in the stated model, at every cutoff between $0$ and $1$ and without truncating the photon number. For a simulation of this model, this fixes the exact target for a veto on single photons.

They do not give the distribution of the total radiated energy. Requiring the sum of the fractions to stay below $x$ is a stronger condition as soon as two photons are present, and $x^b$ should not be used as its probability.

The model also leaves out recoil. Each photon is drawn as if the others had not been emitted, so the fractions in one event can add up to more than $1$. A generator that imposes energy conservation, reweights events with a matrix element, or lets $b$ vary with the photon energy samples a different distribution, and its pass rate may differ from $x^b$. The $1/t$ spectrum, the Poisson law and the value of $b$ are inputs from soft-photon physics and are not derived from QED here.

Finally, the theorems concern real numbers and exact probabilities. The quality of a random-number generator, rounding errors and the statistical error of a finite sample have to be assessed in the code itself.
